# With exact solves, Rayleigh quotient iteration on a symmetric operator never increases the residual norm

A step of Rayleigh quotient iteration is described here by a linear system and a given solution of it, not by an inverse matrix. From a unit vector \(x\) with Rayleigh quotient \(\rho=\langle x,Ax\rangle\), a step takes any \(w\) with \((A-\rho)w=x\) and returns \(y=w/\|w\|\). A singular shift is therefore allowed whenever the system has a solution, and if there are several solutions, the result holds for each of them.

## The bound and the case of equality

Let \(A\) be a symmetric linear operator on a complex inner product space, and write \(r=Ax-\rho x\) for the residual of \(x\). Then

\[
\|Ay-\langle y,Ay\rangle y\|\le\|r\| .
\]

Equality holds exactly when \(\|r\|^2w=r\). If \(A-\rho\) is injective, this is the same as \((A-\rho)r=\|r\|^2x\), a condition that no longer mentions \(w\).

## Residual norms as a check on an eigensolver

Codes that refine an eigenpair usually monitor the residual norm and stop when it is small. In a Rayleigh quotient iteration that is meant to use a Hermitian matrix and accurately solved shifted systems, a rise well above the rounding level points to a fault, such as a stale shift, a poorly converged linear solve or a matrix that is not Hermitian. In electronic structure the bound applies to refining one orbital of a fixed Hermitian Hamiltonian in an orthonormal basis, for example a Kohn–Sham matrix at frozen density; it says nothing about the outer self-consistency loop.

The derivation also shows that the new residual norm is at most \(1/\|w\|\), a number available before \(A\) is applied to \(y\).

## Two estimates that meet at \(1/\|w\|\)

The inner product is conjugate-linear in its first argument. Since \(x\ne0\), the equation \((A-\rho)w=x\) forces \(w\neq 0\), so \(y\) is a unit vector. Write \(\rho'=\langle y,Ay\rangle\) and \(r'=Ay-\rho'y\).

**The Rayleigh quotient is the best shift.** The residual is orthogonal to its vector, because \(\langle y,r'\rangle=\rho'-\rho'\langle y,y\rangle=0\). For any number \(s\) we have \(Ay-sy=r'+(\rho'-s)y\), and Pythagoras gives

\[
\|Ay-sy\|^2=\|r'\|^2+|\rho'-s|^2 .
\]

Take \(s=\rho\). Dividing the linear system by \(\|w\|\) gives \((A-\rho)y=x/\|w\|\), which has norm \(1/\|w\|\). Hence

\[
\|r'\|^2+|\rho'-\rho|^2=\frac1{\|w\|^2},\qquad\text{so}\qquad \|r'\|\le\frac1{\|w\|}.
\]

**The solution has a minimum length.** Symmetry makes \(\rho\) real and lets \(A-\rho\) move across the inner product:

\[
\langle r,w\rangle=\langle (A-\rho)x,w\rangle=\langle x,(A-\rho)w\rangle=\langle x,x\rangle=1 .
\]

By Cauchy–Schwarz \(1\le\|r\|\,\|w\|\), that is, \(1/\|w\|\le\|r\|\). The two estimates together give \(\|r'\|\le\|r\|\).

**Equality.** If \(\|r'\|=\|r\|\), both estimates are sharp and \(\|r\|\,\|w\|=1\). Since \(\langle w,r\rangle=1\) as well,

\[
\big\|\,\|r\|^2w-r\,\big\|^2=\|r\|^4\|w\|^2-2\|r\|^2+\|r\|^2=0 .
\]

Conversely, let \(\|r\|^2w=r\). Taking norms gives \(\|r\|\,\|w\|=1\), because \(r\neq0\). Since \(r\) is orthogonal to \(x\), so are \(w\) and \(y\), and therefore

\[
\rho'-\rho=\langle y,(A-\rho)y\rangle=\frac{\langle y,x\rangle}{\|w\|}=0 .
\]

The Pythagorean identity then reduces to \(\|r'\|=1/\|w\|=\|r\|\).

Applying \(A-\rho\) to \(\|r\|^2w=r\) gives \(\|r\|^2x=(A-\rho)r\). If \(A-\rho\) is injective, this step can be reversed.

## Two dimensions: cubic reduction or stagnation

On a one-dimensional space every unit vector is an eigenvector, so \(r=0\). This contradicts \(\langle r,w\rangle=1\), and no step exists. Two dimensions are the smallest case with a step. In the orthonormal basis \(x,\ r/\|r\|\), with \(\beta=\|r\|>0\) and a real number \(\delta\),

\[
A-\rho=\begin{pmatrix}0&\beta\\ \beta&\delta\end{pmatrix},\qquad
w=\begin{pmatrix}-\delta/\beta^2\\ 1/\beta\end{pmatrix},\qquad
\|r'\|=\frac{\beta^3}{\beta^2+\delta^2}.
\]

For \(\beta\ll|\delta|\) the residual norm falls cubically. For \(\delta=0\) it does not fall at all. The operator that swaps two amplitudes is of the second kind: starting from one basis state, the iteration alternates between the two, with residual norm 1 at every step. The general \(2\times2\) formula is a calculation by hand, whereas the swap example is proved in the file.

## The Lean file

```lean
import Mathlib

namespace RayleighQuotientIteration

noncomputable section

variable {E : Type*} [NormedAddCommGroup E] [InnerProductSpace ℂ E]

/-- The Rayleigh quotient `⟨x, A x⟩` of a unit vector `x`. -/
def rayleigh (A : E →ₗ[ℂ] E) (x : E) : ℂ := inner ℂ x (A x)

/-- The eigenvalue residual `A x - ⟨x, A x⟩ x` of a unit vector `x`. -/
def residual (A : E →ₗ[ℂ] E) (x : E) : E := A x - rayleigh A x • x

/-- The vector `w / ‖w‖`, for nonzero `w`. -/
def normalized (w : E) : E := ((‖w‖ : ℂ)⁻¹) • w

/-- One step of Rayleigh quotient iteration from a unit vector `x` to `y`: solve
`(A - ⟨x, A x⟩) w = x` and normalize `w`. -/
def IsStep (A : E →ₗ[ℂ] E) (x y : E) : Prop :=
  ∃ w, A w - rayleigh A x • w = x ∧ y = normalized w

/-- For a unit vector `x`, a solution `w` of the shifted equation is nonzero, and
normalizing it gives a unit vector. -/
theorem solution_normalizable {A : E →ₗ[ℂ] E} {x w : E} (hx : ‖x‖ = 1)
    (hw : A w - rayleigh A x • w = x) : 0 < ‖w‖ ∧ ‖normalized w‖ = 1 := by
  have hw0 : w ≠ 0 := by
    intro h
    have h0 : x = 0 := by
      rw [← hw, h]
      simp
    rw [h0, norm_zero] at hx
    exact zero_ne_one hx
  exact ⟨norm_pos_iff.mpr hw0, by simp [normalized, norm_smul, hw0]⟩

/-- The residual of a unit vector is orthogonal to that vector. -/
theorem inner_residual (A : E →ₗ[ℂ] E) {x : E} (hx : ‖x‖ = 1) :
    inner ℂ x (residual A x) = 0 := by
  unfold residual
  rw [inner_sub_right, inner_smul_right, inner_self_eq_norm_sq_to_K, hx]
  simp [rayleigh]

/-- For a unit vector `y` and any shift `s`, the squared norm of `(A - s) y` is the squared
residual norm plus the squared distance of `s` from the Rayleigh quotient. -/
theorem norm_shifted_sq (A : E →ₗ[ℂ] E) {y : E} (hy : ‖y‖ = 1) (s : ℂ) :
    ‖A y - s • y‖ ^ 2 = ‖residual A y‖ ^ 2 + ‖rayleigh A y - s‖ ^ 2 := by
  have h : A y - s • y = (rayleigh A y - s) • y + residual A y := by
    unfold residual
    module
  rw [h, norm_add_sq (𝕜 := ℂ), inner_smul_left, inner_residual A hy, norm_smul, hy,
    mul_zero, map_zero]
  ring

/-- If `(A - ⟨x, A x⟩) w = x`, then the same shifted operator sends `w / ‖w‖` to `x / ‖w‖`. -/
theorem shifted_normalized {A : E →ₗ[ℂ] E} {x w : E}
    (hw : A w - rayleigh A x • w = x) :
    A (normalized w) - rayleigh A x • normalized w = ((‖w‖ : ℂ)⁻¹) • x := by
  unfold normalized
  rw [map_smul]
  linear_combination (norm := module) ((‖w‖ : ℂ)⁻¹) • hw

/-- For symmetric `A` and a unit vector `x`, the residual of `x` has overlap one with every
solution `w` of the shifted equation. -/
theorem inner_residual_solution {A : E →ₗ[ℂ] E} (hA : A.IsSymmetric) {x w : E}
    (hx : ‖x‖ = 1) (hw : A w - rayleigh A x • w = x) :
    inner ℂ (residual A x) w = 1 := by
  -- the Rayleigh quotient of a symmetric operator is real
  have hr : (starRingEnd ℂ) (rayleigh A x) = rayleigh A x := by
    unfold rayleigh
    rw [inner_conj_symm]
    exact hA x x
  calc inner ℂ (residual A x) w = inner ℂ x (A w - rayleigh A x • w) := by
        rw [residual, inner_sub_left, inner_smul_left, hr, hA x w, inner_sub_right,
          inner_smul_right]
    _ = 1 := by
        rw [hw, inner_self_eq_norm_sq_to_K, hx]
        simp

/-- Residual monotonicity: for symmetric `A` and a unit vector `x`, a step of Rayleigh
quotient iteration does not increase the norm of the residual. -/
theorem residual_le {A : E →ₗ[ℂ] E} (hA : A.IsSymmetric) {x w : E}
    (hx : ‖x‖ = 1) (hw : A w - rayleigh A x • w = x) :
    ‖residual A (normalized w)‖ ≤ ‖residual A x‖ := by
  obtain ⟨hpos, hy⟩ := solution_normalizable hx hw
  have hp := norm_shifted_sq A hy (rayleigh A x)
  rw [shifted_normalized hw, norm_smul, norm_inv, Complex.norm_real, norm_norm, hx,
    mul_one] at hp
  -- Cauchy-Schwarz bounds the growth of the solution from below
  have hg := norm_inner_le_norm (𝕜 := ℂ) (residual A x) w
  rw [inner_residual_solution hA hx hw, norm_one] at hg
  have h1 : ‖w‖⁻¹ ≤ ‖residual A x‖ := by
    rw [inv_eq_one_div, div_le_iff₀ hpos]
    exact hg
  -- the new Rayleigh quotient is at least as good a shift as the old one
  have h2 : ‖residual A (normalized w)‖ ≤ ‖w‖⁻¹ := by
    have h3 : 0 < ‖w‖⁻¹ := inv_pos.mpr hpos
    by_contra hc
    push Not at hc
    nlinarith [sq_nonneg ‖rayleigh A (normalized w) - rayleigh A x‖]
  exact h2.trans h1

/-- For symmetric `A` and a unit vector `x` with residual `r`, the residual norm is unchanged
by a step exactly when the solution `w` of the shifted equation satisfies `‖r‖² w = r`. -/
theorem residual_eq_iff {A : E →ₗ[ℂ] E} (hA : A.IsSymmetric) {x w : E}
    (hx : ‖x‖ = 1) (hw : A w - rayleigh A x • w = x) :
    ‖residual A (normalized w)‖ = ‖residual A x‖ ↔
      ((‖residual A x‖ : ℂ) ^ 2) • w = residual A x := by
  obtain ⟨hpos, hy⟩ := solution_normalizable hx hw
  have hs := shifted_normalized hw
  have hp := norm_shifted_sq A hy (rayleigh A x)
  rw [hs, norm_smul, norm_inv, Complex.norm_real, norm_norm, hx, mul_one] at hp
  have hin := inner_residual_solution hA hx hw
  have hg := norm_inner_le_norm (𝕜 := ℂ) (residual A x) w
  rw [hin, norm_one] at hg
  have hr : 0 < ‖residual A x‖ := by
    by_contra hc
    have h0 : ‖residual A x‖ = 0 := le_antisymm (not_lt.mp hc) (norm_nonneg _)
    rw [h0, zero_mul] at hg
    linarith
  constructor
  · intro h
    rw [h] at hp
    -- equality forces Cauchy-Schwarz to be sharp
    have h2 : (‖residual A x‖ * ‖w‖) ^ 2 ≤ 1 := by
      calc (‖residual A x‖ * ‖w‖) ^ 2 = ‖residual A x‖ ^ 2 * ‖w‖ ^ 2 := by ring
        _ ≤ (‖w‖⁻¹) ^ 2 * ‖w‖ ^ 2 :=
          mul_le_mul_of_nonneg_right
            (by linarith [sq_nonneg ‖rayleigh A (normalized w) - rayleigh A x‖])
            (sq_nonneg _)
        _ = 1 := by rw [← mul_pow, inv_mul_cancel₀ hpos.ne', one_pow]
    have h1 : ‖residual A x‖ * ‖w‖ = 1 := le_antisymm (by nlinarith) hg
    have hwr : inner ℂ w (residual A x) = 1 := by
      rw [← inner_conj_symm w (residual A x), hin, map_one]
    have hre : RCLike.re (inner ℂ (((‖residual A x‖ : ℂ) ^ 2) • w) (residual A x))
        = ‖residual A x‖ ^ 2 := by
      rw [inner_smul_left, hwr, ← Complex.ofReal_pow, Complex.conj_ofReal, mul_one]
      exact Complex.ofReal_re _
    have hn : ‖((‖residual A x‖ : ℂ) ^ 2) • w‖ = ‖residual A x‖ := by
      rw [norm_smul, norm_pow, Complex.norm_real, norm_norm]
      linear_combination ‖residual A x‖ * h1
    have hz : ‖((‖residual A x‖ : ℂ) ^ 2) • w - residual A x‖ ^ 2 = 0 := by
      rw [norm_sub_sq (𝕜 := ℂ), hre, hn]
      ring
    exact sub_eq_zero.mp (norm_eq_zero.mp ((pow_eq_zero_iff two_ne_zero).mp hz))
  · intro h
    have hn := congrArg norm h
    rw [norm_smul, norm_pow, Complex.norm_real, norm_norm] at hn
    have h1 : ‖residual A x‖ * ‖w‖ = 1 :=
      mul_left_cancel₀ hr.ne' (by linear_combination hn)
    -- the solution is orthogonal to `x`, so the Rayleigh quotient does not move
    have hxw : inner ℂ x w = 0 := by
      have h0 := inner_residual A hx
      rw [← h, inner_smul_right] at h0
      exact (mul_eq_zero.mp h0).resolve_left
        (pow_ne_zero 2 (Complex.ofReal_ne_zero.mpr hr.ne'))
    have hyx : inner ℂ (normalized w) x = 0 := by
      rw [normalized, inner_smul_left, inner_eq_zero_symm.mp hxw, mul_zero]
    have hq : rayleigh A (normalized w) - rayleigh A x = 0 := by
      have e := congrArg (inner ℂ (normalized w)) hs
      rw [inner_sub_right, inner_smul_right, inner_smul_right, hyx,
        inner_self_eq_norm_sq_to_K, hy] at e
      simpa [rayleigh] using e
    rw [hq, norm_zero, inv_eq_of_mul_eq_one_left h1] at hp
    exact (sq_eq_sq₀ (norm_nonneg _) (norm_nonneg _)).mp (by linarith)

/-- For symmetric `A`, a unit vector `x` with residual `r`, and an injective shifted operator
`A - ρ`, `ρ = ⟨x, A x⟩`, the residual norm is unchanged by a step of Rayleigh quotient iteration
exactly when `(A - ρ) r = ‖r‖² x`. -/
theorem residual_eq_iff_of_injective {A : E →ₗ[ℂ] E} (hA : A.IsSymmetric) {x w : E}
    (hx : ‖x‖ = 1) (hw : A w - rayleigh A x • w = x)
    (hinj : ∀ v, A v = rayleigh A x • v → v = 0) :
    ‖residual A (normalized w)‖ = ‖residual A x‖ ↔
      A (residual A x) - rayleigh A x • residual A x = ((‖residual A x‖ : ℂ) ^ 2) • x := by
  rw [residual_eq_iff hA hx hw]
  have key : ∀ c : ℂ, A (c • w) - rayleigh A x • (c • w) = c • x := by
    intro c
    rw [map_smul]
    linear_combination (norm := module) c • hw
  have hk := key ((‖residual A x‖ : ℂ) ^ 2)
  constructor
  · intro h
    rw [h] at hk
    exact hk
  · intro h
    refine sub_eq_zero.mp (hinj _ ?_)
    rw [map_sub]
    linear_combination (norm := module) hk - h

/-- For symmetric `A` and a unit starting vector, the residual norms along a Rayleigh quotient
iteration form a non-increasing sequence. -/
theorem residual_antitone {A : E →ₗ[ℂ] E} (hA : A.IsSymmetric) {x : ℕ → E}
    (h0 : ‖x 0‖ = 1) (hstep : ∀ k, IsStep A (x k) (x (k + 1))) :
    Antitone (fun k => ‖residual A (x k)‖) := by
  have hunit : ∀ k, ‖x k‖ = 1 := by
    intro k
    induction k with
    | zero => exact h0
    | succ k ih =>
      obtain ⟨w, hw, hy⟩ := hstep k
      rw [hy]
      exact (solution_normalizable ih hw).2
  refine antitone_nat_of_succ_le (fun k => ?_)
  obtain ⟨w, hw, hy⟩ := hstep k
  rw [hy]
  exact residual_le hA (hunit k) hw

/-- The operator on a two-level system that exchanges the two amplitudes. -/
def swap : EuclideanSpace ℂ (Fin 2) →ₗ[ℂ] EuclideanSpace ℂ (Fin 2) where
  toFun v := !₂[v 1, v 0]
  map_add' u v := by ext i; fin_cases i <;> simp
  map_smul' c v := by ext i; fin_cases i <;> simp

/-- The swap operator is symmetric, and Rayleigh quotient iteration exchanges the two basis
states, both of which have residual norm one. -/
theorem swap_stagnation_witness :
    swap.IsSymmetric ∧ IsStep swap !₂[1, 0] !₂[0, 1] ∧ IsStep swap !₂[0, 1] !₂[1, 0] ∧
      ‖residual swap !₂[1, 0]‖ = 1 ∧ ‖residual swap !₂[0, 1]‖ = 1 := by
  have n0 : ‖(!₂[1, 0] : EuclideanSpace ℂ (Fin 2))‖ = 1 := by
    simp [EuclideanSpace.norm_eq]
  have n1 : ‖(!₂[0, 1] : EuclideanSpace ℂ (Fin 2))‖ = 1 := by
    simp [EuclideanSpace.norm_eq]
  have s0 : swap !₂[1, 0] = !₂[0, 1] := by
    ext i; fin_cases i <;> simp [swap]
  have s1 : swap !₂[0, 1] = !₂[1, 0] := by
    ext i; fin_cases i <;> simp [swap]
  -- both basis states have Rayleigh quotient zero
  have r0 : rayleigh swap !₂[1, 0] = 0 := by
    rw [rayleigh, s0]
    simp [PiLp.inner_apply, Fin.sum_univ_two]
  have r1 : rayleigh swap !₂[0, 1] = 0 := by
    rw [rayleigh, s1]
    simp [PiLp.inner_apply, Fin.sum_univ_two]
  refine ⟨?_, ⟨!₂[0, 1], ?_, ?_⟩, ⟨!₂[1, 0], ?_, ?_⟩, ?_, ?_⟩
  · intro u v
    simp [swap, PiLp.inner_apply, Fin.sum_univ_two]
    ring
  · rw [r0, s1, zero_smul, sub_zero]
  · rw [normalized, n1, Complex.ofReal_one, inv_one, one_smul]
  · rw [r1, s0, zero_smul, sub_zero]
  · rw [normalized, n0, Complex.ofReal_one, inv_one, one_smul]
  · rw [residual, r0, s0, zero_smul, sub_zero, n1]
  · rw [residual, r1, s1, zero_smul, sub_zero, n0]

end

end RayleighQuotientIteration
```

```lean
#print axioms RayleighQuotientIteration.residual_eq_iff_of_injective
#print axioms RayleighQuotientIteration.residual_antitone
```

```
'RayleighQuotientIteration.residual_eq_iff_of_injective' depends on axioms: [propext, Classical.choice, Quot.sound]
'RayleighQuotientIteration.residual_antitone' depends on axioms: [propext, Classical.choice, Quot.sound]
```

## Exact solves, any dimension, no claim of convergence

**Objects and hypotheses.** The type `E` is a complex inner product space, with neither finite dimension nor completeness assumed. The operator `A : E →ₗ[ℂ] E` acts on all of `E`, and `A.IsSymmetric` says \(\langle Au,v\rangle=\langle u,Av\rangle\), which for a matrix in an orthonormal basis means Hermitian. An unbounded Hamiltonian defined only on a smaller domain does not fit this type.

The definition `rayleigh` is \(\langle x,Ax\rangle\) without division by \(\|x\|^2\), so it is the Rayleigh quotient only for unit vectors; hence the hypothesis `‖x‖ = 1`. `residual` and `normalized` are \(Ax-\rho x\) and \(w/\|w\|\). `IsStep A x y` says that some solution `w` of the shifted system normalizes to `y`.

**Statements.** `residual_le` is the bound for one step, and `residual_eq_iff` and `residual_eq_iff_of_injective` are the two equality criteria. `residual_antitone` covers a whole sequence: if the first vector is a unit vector and every `x (k + 1)` comes from `x k` by a step, the residual norms never increase. This infinite sequence cannot contain an exact eigenvector, since no step leaves one. No exact step arrives at one either: if \(y\) were an eigenvector, \((A-\rho)y=x/\|w\|\) would make \(x\) a multiple of \(y\), hence an eigenvector itself. A finite run, for example one that stops because the next shifted system has no solution, is covered step by step by `residual_le`. `swap_stagnation_witness` shows that strict decrease can fail.

**The proof.** The lemmas follow the derivation:

- `solution_normalizable` gives \(w\ne0\) and \(\|y\|=1\).
- `inner_residual` and `norm_shifted_sq` give the orthogonality and the Pythagorean identity.
- `shifted_normalized` is \((A-\rho)y=x/\|w\|\); the `module` tactic checks the vector algebra.
- `inner_residual_solution` is \(\langle r,w\rangle=1\), and is where symmetry enters.

In `residual_le`, `norm_inner_le_norm` supplies Cauchy–Schwarz, and `nlinarith` passes from the squared identity to \(\|r'\|\le1/\|w\|\). The forward half of `residual_eq_iff` expands \(\|\,\|r\|^2w-r\|^2\) with `norm_sub_sq` and finds zero; the other half shows that the Rayleigh quotient does not move. For the injective case, the proof applies the shifted operator to a multiple of `w` and uses injectivity to return. `residual_antitone` first shows by induction that all iterates are unit vectors, then applies `residual_le` at each step.

**Limits for a code.** The shifted system is assumed to be solved exactly, with the current Rayleigh quotient as its shift. Rounding, a truncated inner solver and a lagged shift lie beyond these hypotheses. A generalized problem \(Hx=\lambda Sx\) with a Hermitian matrix \(H\) and a positive definite overlap matrix \(S\) fits them after a change of inner product: \(S^{-1}H\) is symmetric for \(\langle u,Sv\rangle\), and the bound then concerns the norm of \(S^{-1}Hx-\rho x\) in that inner product, not the ordinary norm of \(Hx-\rho Sx\). Monotone residuals do not imply convergence, as the swap operator shows, and they do not tell which eigenvalue a convergent run will find.
